# A real quantity with constant rate of change is affine in its parameter

Let a real quantity `f` depend on a real parameter `t`, with the same derivative `c` at every point of the real line. The declaration states that its values at any two points `s` and `t` are related by f(t) = f(s) + c(t − s). This is a general fact of calculus, and no particular physical system is assumed. The attempt subtracts the linear part `c * x` from `f x`, shows that the difference has zero derivative everywhere, and concludes that it takes equal values at `t` and `s`. Rearranging that equality is meant to give the result.

As first written in Lean, the proof fails:

```lean
import Mathlib

open Finset

namespace ConstantSlope

noncomputable section

/-- A quantity that runs with constant slope `c` in `t` is an affine function of `t`. -/
theorem constant_slope {f : ℝ → ℝ} {c : ℝ} (h : ∀ t, HasDerivAt f c t) (s t : ℝ) :
    f t = f s + c * (t - s) := by
  -- subtracting the linear part leaves a function with zero derivative
  have hg : ∀ x, HasDerivAt (fun x => f x - c * x) 0 x := fun x =>
    ((h x).fun_sub ((hasDerivAt_id' x).const_mul c)).congr_deriv (by ring)
  have hc := is_const_of_deriv_eq_zero (fun x => (hg x).differentiableAt)
    (fun x => (hg x).deriv) t s
  simp only at hc
  linear_combination hc

end

end ConstantSlope
```

Messages:

```
Main.lean:17:2: error: `simp` made no progress
```

This version goes through:

```diff
@@ -15,5 +15,4 @@
   have hc := is_const_of_deriv_eq_zero (fun x => (hg x).differentiableAt)
     (fun x => (hg x).deriv) t s
-  simp only at hc
   linear_combination hc
 
```

Diagnosis. The message says that `simp only at hc` found nothing to change in `hc`, which Lean treats as an error. With no lemmas listed, the call could at most do basic clean-up, such as applying a written-out function `fun x => f x - c * x` to its argument. That step was already done: when `is_const_of_deriv_eq_zero` is applied, Lean works out the function from the supplied proofs and reduces its applications at `t` and `s` as it fills them in. So `hc` already reads `f t - c * t = f s - c * s`.

The diff deletes the `simp only` line and changes nothing else. This removes the failing step, and `linear_combination hc` can use the equality as it stands, since the goal follows from it by ordinary algebra. The mathematical argument is unchanged.
